# Two electrons with the same density can have different double-ionization probabilities

A statement about double ionization needs an object that describes the two electrons and a rule that says when an electron counts as ionized. Here the object is a pair probability $w(i,j)$ on a finite grid: the probability, at one instant and summed over spin, of finding the first electron at point $i$ and the second at point $j$. The rule is geometric. A set $B$ of grid points is declared the bound region, and an electron outside $B$ is counted as ionized. In a simulation this stands for analysing the state after the pulse, when the outgoing electrons have left a box around the atom.

A wavefunction $\psi(i,j)$ with spin could have been the starting point, with $w$ obtained from $|\psi|^2$. The bounds below would carry over, but attaining them would then require a suitable state. For a spin singlet, $\psi=\sqrt{w}$ always supplies one. For a triplet the spatial part is antisymmetric, so $w(i,i)=0$, and two grid points would leave only the case of one electron on each.

## From the bound fraction to an interval for the yield

Let $w(i,j)\ge 0$, $w(i,j)=w(j,i)$ and $\sum_{i,j}w(i,j)=1$. The density is $n(i)=2\sum_j w(i,j)$, which sums to two electrons, and the bound fraction is $p=\tfrac12\sum_{i\in B}n(i)$. Write $w(A,C)=\sum_{i\in A}\sum_{j\in C}w(i,j)$ for regions $A$ and $C$, and $B^c$ for the complement of $B$. The probabilities of finding zero, one or two electrons outside $B$ are
$$P_0=w(B,B),\qquad P_1=w(B,B^c)+w(B^c,B),\qquad P_2=w(B^c,B^c).$$

These four blocks cover all pairs of points, so $P_0+P_1+P_2=1$. By symmetry the two terms of $P_1$ are equal, hence
$$p=\sum_{i\in B}\sum_j w(i,j)=w(B,B)+w(B,B^c)=P_0+\tfrac12P_1 .$$

Therefore $P_1=2(p-P_0)$ and $P_2=1-P_0-P_1=1-2p+P_0$. Subtracting the values for independent electrons gives
$$P_2-(1-p)^2=P_0-p^2=-\tfrac12\bigl(P_1-2p(1-p)\bigr).$$
A single number thus measures the correlation in all three probabilities. If $w(i,j)=\tfrac12n(i)\cdot\tfrac12n(j)$, then $P_0=p^2$, this number is zero, and $P_2=(1-p)^2$, the mean-field formula.

The bounds follow from positivity. Since $P_2=1-2p+P_0$ and $P_2=1-p-\tfrac12P_1$,
$$\max(0,1-2p)\le P_2\le 1-p .$$
The upper bound is reached exactly when $P_1=0$. The lower one is reached exactly when $P_0=0$ or $P_2=0$: if $P_0=0$, then $P_2=1-2p$, which is nonnegative and so is the maximum; if $P_2=0$, then $1-2p=-P_0\le0$ and the maximum is $0$. Conversely, if $P_2$ equals the maximum, it is either $0$ or $1-2p$, and in the second case $P_0=P_2-(1-2p)=0$.

To reach a prescribed value $P_2=d$, take two grid points $0$ and $1$ with $B=\{0\}$. The relations above leave only one choice,
$$w=\begin{pmatrix}2p-1+d & 1-p-d\\ 1-p-d & d\end{pmatrix}.$$
Its entries sum to one, and they are nonnegative exactly when $d$ satisfies the bounds. Twice the row sums gives the density $(2p,\,2(1-p))$, in which $d$ does not appear. At $p=\tfrac12$, for example, the density is $(1,1)$, while $P_2$ may be anything from $0$ to $\tfrac12$; the mean-field value is $\tfrac14$.

For time-dependent density functional theory this means that, in this two-electron grid model, even the exact density at the final time does not in general determine the double-ionization yield. There is no conflict with the Runge–Gross theorem, which concerns the whole history of the density together with the initial state.

## Pair probabilities, density and regions in Lean

```lean
import Mathlib

open Finset

namespace DoubleIonizationYield

noncomputable section
```

The grid is a finite type `ι`. The structure carries the function `w` together with its three defining properties, so every theorem about a `PairProbability` has them available. No Hamiltonian, laser field or time evolution enters.

```lean
/-- The pair probability of two electrons on a finite grid: nonnegative, symmetric under
exchange of the electrons, and normalised to one. -/
structure PairProbability (ι : Type*) [Fintype ι] where
  w : ι → ι → ℝ
  nonneg : ∀ i j, 0 ≤ w i j
  symm : ∀ i j, w i j = w j i
  total : ∑ i, ∑ j, w i j = 1
```

The factor 2 in `density` fixes the normalisation to two electrons.

```lean
namespace PairProbability

variable {ι : Type*} [Fintype ι]

/-- The electron density at a grid point, summing to two electrons over the grid. -/
def density (W : PairProbability ι) (i : ι) : ℝ := 2 * ∑ j, W.w i j
```

The division by 2 in `boundFraction` turns the density in `B` back into a one-particle probability.

```lean
/-- The bound one-particle fraction: half the density contained in the region `B`. -/
def boundFraction (W : PairProbability ι) (B : Finset ι) : ℝ := (∑ i ∈ B, W.density i) / 2
```

The quantity $w(A,C)$ of the derivation is called `block`. It is nonnegative as a sum of nonnegative terms, and exchanging its two regions leaves it unchanged: the proof swaps the order of summation and then applies the symmetry of `w` term by term.

```lean
/-- The probability that the first electron is in `A` and the second in `B`. -/
def block (W : PairProbability ι) (A B : Finset ι) : ℝ := ∑ i ∈ A, ∑ j ∈ B, W.w i j

theorem block_nonneg (W : PairProbability ι) (A B : Finset ι) : 0 ≤ W.block A B :=
  Finset.sum_nonneg fun i _ => Finset.sum_nonneg fun j _ => W.nonneg i j

/-- Exchanging the two electrons does not change the probability of a pair of regions. -/
theorem block_comm (W : PairProbability ι) (A B : Finset ι) : W.block A B = W.block B A := by
  unfold block
  rw [Finset.sum_comm]
  exact Finset.sum_congr rfl fun i _ => Finset.sum_congr rfl fun j _ => W.symm j i
```

The three ionization probabilities are blocks built from `B` and its complement `Bᶜ`.

```lean
variable [DecidableEq ι]

/-- The probability that both electrons are in the bound region. -/
def P0 (W : PairProbability ι) (B : Finset ι) : ℝ := W.block B B

/-- The single-ionization probability: exactly one electron is outside the bound region. -/
def P1 (W : PairProbability ι) (B : Finset ι) : ℝ := W.block B Bᶜ + W.block Bᶜ B

/-- The double-ionization probability: both electrons are outside the bound region. -/
def P2 (W : PairProbability ι) (B : Finset ι) : ℝ := W.block Bᶜ Bᶜ
```

## The sum rules

The next lemma splits the sum over the second electron into the parts inside and outside `B`, while the first electron stays in `A`.

```lean
/-- The probability that the first electron is in `A` is the sum of the probabilities that, in
addition, the second electron is inside `B` or outside `B`. -/
theorem block_split (W : PairProbability ι) (A B : Finset ι) :
    ∑ i ∈ A, ∑ j, W.w i j = W.block A B + W.block A Bᶜ := by
  unfold block
  rw [← Finset.sum_add_distrib]
  exact Finset.sum_congr rfl fun i _ => (Finset.sum_add_sum_compl B _).symm
```

Applied with the first electron in `B` and then in `Bᶜ`, it gives all four blocks. In the proof of `sum_rules`, `ht` is the normalisation split in this way, `hs` is the equality of the two mixed blocks, and `hp` cancels the factor 2 in the density against the half in the bound fraction. Both sum rules are then linear consequences, which `linarith` finds.

```lean
/-- The three ionization probabilities sum to one, and the bound fraction is
`P0` plus half of `P1`. -/
theorem sum_rules (W : PairProbability ι) (B : Finset ι) :
    W.P0 B + W.P1 B + W.P2 B = 1 ∧ W.boundFraction B = W.P0 B + W.P1 B / 2 := by
  have hB := W.block_split B B
  have hC := W.block_split Bᶜ B
  have hs := W.block_comm B Bᶜ
  have ht : ∑ i ∈ B, ∑ j, W.w i j + ∑ i ∈ Bᶜ, ∑ j, W.w i j = 1 :=
    (Finset.sum_add_sum_compl B _).trans W.total
  have hp : W.boundFraction B = ∑ i ∈ B, ∑ j, W.w i j := by
    unfold boundFraction density
    rw [← Finset.mul_sum]
    ring
  unfold P0 P1 P2
  constructor <;> linarith
```

## The identities and the bounds

The main theorem holds for every finite grid, every pair probability on it and every region `B`, including the empty region and the whole grid. Its four conjuncts are the two equalities between deviations, the lower bound and the upper bound.

The proof collects the sum rules and the nonnegativity of the three probabilities. The first equality is the normalisation plus twice the relation for $p$; the second needs only the relation for $p$. These are the coefficients given to `linear_combination`, and the terms in $p^2$ cancel.

```lean
/-- The deviations of the three ionization probabilities from their independent-electron
values are tied to one another, and the bound fraction confines the double-ionization
probability to an interval. -/
theorem double_ionization (W : PairProbability ι) (B : Finset ι) :
    let p := W.boundFraction B
    W.P2 B - (1 - p) ^ 2 = W.P0 B - p ^ 2 ∧
    W.P0 B - p ^ 2 = -(W.P1 B - 2 * p * (1 - p)) / 2 ∧
    max 0 (1 - 2 * p) ≤ W.P2 B ∧ W.P2 B ≤ 1 - p := by
  intro p
  obtain ⟨h1, h2⟩ := W.sum_rules B
  have hp : p = W.P0 B + W.P1 B / 2 := h2
  have n0 : 0 ≤ W.P0 B := W.block_nonneg _ _
  have n1 : 0 ≤ W.P1 B := add_nonneg (W.block_nonneg _ _) (W.block_nonneg _ _)
  have n2 : 0 ≤ W.P2 B := W.block_nonneg _ _
  refine ⟨?_, ?_, max_le n2 (by linarith), by linarith⟩
  · linear_combination h1 + 2 * hp
  · linear_combination -hp
```

The equality cases follow the argument by hand. For the lower bound, the proof distinguishes the sign of $1-2p$ in order to evaluate the maximum.

```lean
/-- With `p` the bound fraction, the double-ionization probability equals its upper bound `1 - p`
exactly when the single-ionization probability is zero, and its lower bound `max 0 (1 - 2 * p)`
exactly when one of the events "both bound" and "both ionized" has probability zero. -/
theorem extremal_iff (W : PairProbability ι) (B : Finset ι) :
    (W.P2 B = 1 - W.boundFraction B ↔ W.P1 B = 0) ∧
    (W.P2 B = max 0 (1 - 2 * W.boundFraction B) ↔ W.P0 B = 0 ∨ W.P2 B = 0) := by
  obtain ⟨h1, h2⟩ := W.sum_rules B
  have n0 : 0 ≤ W.P0 B := W.block_nonneg _ _
  have n2 : 0 ≤ W.P2 B := W.block_nonneg _ _
  refine ⟨⟨fun h => by linarith, fun h => by linarith⟩, ⟨fun h => ?_, ?_⟩⟩
  · rcases le_total 0 (1 - 2 * W.boundFraction B) with hc | hc
    · rw [max_eq_right hc] at h
      left
      linarith
    · rw [max_eq_left hc] at h
      exact Or.inr h
  · rintro (h | h)
    · rw [max_eq_right (by linarith)]
      linarith
    · rw [max_eq_left (by linarith)]
      exact h
```

The mean-field formula has the product form of `w` as its hypothesis `h`. This is the assumption of statistically independent electrons, as for two electrons in one and the same spatial orbital. The proof factorises the double sum to get $P_0=p^2$ and takes $P_2$ from the first identity of `double_ionization`.

```lean
/-- If the pair probability is the product of the one-particle probabilities, the
double-ionization probability is the square of the ionized fraction. -/
theorem mean_field_yield (W : PairProbability ι) (B : Finset ι)
    (h : ∀ i j, W.w i j = W.density i / 2 * (W.density j / 2)) :
    W.P2 B = (1 - W.boundFraction B) ^ 2 := by
  have h0 : W.P0 B = W.boundFraction B ^ 2 := by
    unfold P0 block boundFraction
    rw [sq, Finset.sum_div, Finset.sum_mul_sum]
    exact Finset.sum_congr rfl fun i _ => Finset.sum_congr rfl fun j _ => h i j
  have h1 := (W.double_ionization B).1
  linarith

end PairProbability

open PairProbability
```

## Attaining every allowed value on two points

The matrix from the derivation becomes a `PairProbability (Fin 2)`. The argument `h` states that `d` lies in the allowed interval, and it is used only to show that the entries are nonnegative.

```lean
/-- A pair probability on two grid points, with bound fraction `p` at point `0` and
probability `d` that both electrons are at point `1`. -/
def twoPoint (p d : ℝ) (h : max 0 (1 - 2 * p) ≤ d ∧ d ≤ 1 - p) : PairProbability (Fin 2) where
  w := !![2 * p - 1 + d, 1 - p - d; 1 - p - d, d]
  nonneg := by
    have h0 := (le_max_left _ _).trans h.1
    have h1 := (le_max_right _ _).trans h.1
    have h2 := h.2
    intro i j
    fin_cases i <;> fin_cases j <;> simp <;> linarith
  symm := by
    intro i j
    fin_cases i <;> fin_cases j <;> rfl
  total := by
    simp only [Fin.sum_univ_two]
    show (2 * p - 1 + d) + (1 - p - d) + ((1 - p - d) + d) = 1
    ring
```

The observables are then computed: the density is the same for every allowed `d`, the bound fraction is `p`, and the double-ionization probability is `d`.

```lean
/-- The two-point pair probability has density `2p` and `2(1-p)`, whatever `d` is; its bound
fraction is `p` and its double-ionization probability is `d`. -/
theorem twoPoint_observables (p d : ℝ) (h : max 0 (1 - 2 * p) ≤ d ∧ d ≤ 1 - p) :
    (twoPoint p d h).density = ![2 * p, 2 * (1 - p)] ∧
    (twoPoint p d h).boundFraction {0} = p ∧ (twoPoint p d h).P2 {0} = d := by
  have hd : (twoPoint p d h).density = ![2 * p, 2 * (1 - p)] := by
    funext i
    unfold density
    rw [Fin.sum_univ_two]
    fin_cases i
    · show 2 * ((2 * p - 1 + d) + (1 - p - d)) = 2 * p
      ring
    · show 2 * ((1 - p - d) + d) = 2 * (1 - p)
      ring
  refine ⟨hd, ?_, ?_⟩
  · unfold boundFraction
    rw [Finset.sum_singleton, hd]
    show 2 * p / 2 = p
    ring
  · have hc : ({0} : Finset (Fin 2))ᶜ = {1} := by decide
    unfold P2 block
    rw [hc, Finset.sum_singleton, Finset.sum_singleton]
    rfl
```

Together with the general bounds, this characterises the pairs $(p,d)$ that occur on two points. The condition $0\le p\le1$ need not be assumed, because the interval is empty for any other $p$. In the proof, one direction is `double_ionization` and the other is the explicit family.

```lean
/-- On two grid points, a bound fraction `p` and a double-ionization probability `d` occur
together exactly when `d` lies between `max(0, 1-2p)` and `1-p`. -/
theorem attainable_iff (p d : ℝ) :
    (∃ W : PairProbability (Fin 2), W.boundFraction {0} = p ∧ W.P2 {0} = d) ↔
      max 0 (1 - 2 * p) ≤ d ∧ d ≤ 1 - p := by
  constructor
  · rintro ⟨W, rfl, rfl⟩
    exact (W.double_ionization {0}).2.2
  · intro h
    exact ⟨twoPoint p d h, (twoPoint_observables p d h).2⟩
```

The last theorem takes the family at both ends of the interval. The two pair probabilities, `W` and `V`, have equal densities at every grid point, not merely equal bound fractions. For $0<p<1$ both $0$ and $1-2p$ are strictly less than $1-p$, so the yields differ. At $p=0$ and $p=1$ the interval shrinks to a point, and the yield is fixed at $1$ and $0$ respectively.

```lean
/-- For every bound fraction `p` in `[0,1]`, two pair probabilities with the same density attain
the lower and the upper bound; their double-ionization probabilities differ if `0 < p < 1`. -/
theorem same_density_different_yield (p : ℝ) (h0 : 0 ≤ p) (h1 : p ≤ 1) :
    ∃ W V : PairProbability (Fin 2), W.density = V.density ∧
      W.boundFraction {0} = p ∧ V.boundFraction {0} = p ∧
      W.P2 {0} = max 0 (1 - 2 * p) ∧ V.P2 {0} = 1 - p ∧
      (0 < p → p < 1 → W.P2 {0} ≠ V.P2 {0}) := by
  have hm : max 0 (1 - 2 * p) ≤ 1 - p := max_le (by linarith) (by linarith)
  obtain ⟨a1, a2, a3⟩ := twoPoint_observables p _ ⟨le_refl _, hm⟩
  obtain ⟨b1, b2, b3⟩ := twoPoint_observables p _ ⟨hm, le_refl _⟩
  refine ⟨_, _, a1.trans b1.symm, a2, b2, a3, b3, fun hp hq => ?_⟩
  -- away from the end points the allowed interval has positive length
  rw [a3, b3]
  exact (max_lt (by linarith) (by linarith)).ne

end

end DoubleIonizationYield
```

```lean
#print axioms DoubleIonizationYield.PairProbability.extremal_iff
#print axioms DoubleIonizationYield.PairProbability.mean_field_yield
#print axioms DoubleIonizationYield.attainable_iff
#print axioms DoubleIonizationYield.same_density_different_yield
```

```
'DoubleIonizationYield.PairProbability.extremal_iff' depends on axioms: [propext, Classical.choice, Quot.sound]
'DoubleIonizationYield.PairProbability.mean_field_yield' depends on axioms: [propext, Classical.choice, Quot.sound]
'DoubleIonizationYield.attainable_iff' depends on axioms: [propext, Classical.choice, Quot.sound]
'DoubleIonizationYield.same_density_different_yield' depends on axioms: [propext, Classical.choice, Quot.sound]
```

Attainment is established for the two-point grid with one bound point. Which yields are compatible with a prescribed density on a larger grid, and which of them a given laser pulse can produce from a ground state, are separate questions.
